# Inner products of unit vectors as correlations of Clifford observables in the maximally entangled state

The anticommuting observables are taken as given: a finite family of Hermitian $d\times d$ matrices obeying the Clifford relations is a hypothesis, and a vector of $\mathbb C^d\otimes\mathbb C^d$ is a function on pairs of basis labels. Under that hypothesis, and for $d\ge 1$, the inner product of any two real unit vectors with one component per matrix equals the correlation of two $\pm1$-valued observables in one fixed state.

In Lean 4 with Mathlib:

```lean
import Mathlib

open Matrix
open scoped Kronecker

namespace CliffordCorrelations

noncomputable section

variable {n ι : Type*} [Fintype n] [DecidableEq n] [Fintype ι] [DecidableEq ι]

/-- Hermitian matrices `G i` obeying the Clifford relations
`G i G j + G j G i = 2 δ_ij I`. -/
structure IsClifford (G : ι → Matrix n n ℂ) : Prop where
  herm : ∀ i, (G i).IsHermitian
  anti : ∀ i j, G i * G j + G j * G i = if i = j then (2 : ℂ) • (1 : Matrix n n ℂ) else 0

/-- The matrix `γ(u) = ∑ u_i G_i` attached to a real vector `u`. -/
def gamma (G : ι → Matrix n n ℂ) (u : ι → ℝ) : Matrix n n ℂ := ∑ i, (u i : ℂ) • G i

/-- The amplitude `d^(-1/2)`, with `d` the dimension of one subsystem. -/
def amp (n : Type*) [Fintype n] : ℝ := (Real.sqrt (Fintype.card n))⁻¹

/-- The vector `Ω = d^(-1/2) ∑ e_i ⊗ e_i`, given by its components. -/
def omega (n : Type*) [Fintype n] [DecidableEq n] : n × n → ℂ :=
  fun p => if p.1 = p.2 then (amp n : ℂ) else 0

/-- The correlation `⟨Ω, (A ⊗ B) Ω⟩`. -/
def corr (A B : Matrix n n ℂ) : ℂ := star (omega n) ⬝ᵥ ((A ⊗ₖ B) *ᵥ omega n)

/-- The Pauli matrices `σ_x, σ_y, σ_z`. -/
def pauli : Fin 3 → Matrix (Fin 2) (Fin 2) ℂ :=
  ![!![0, 1; 1, 0], !![0, -Complex.I; Complex.I, 0], !![1, 0; 0, -1]]

/-- `γ(u)` is Hermitian for every real vector `u`. -/
theorem gamma_isHermitian {G : ι → Matrix n n ℂ} (hG : IsClifford G) (u : ι → ℝ) :
    (gamma G u).IsHermitian := by
  simp only [IsHermitian, gamma, conjTranspose_sum, conjTranspose_smul]
  exact Finset.sum_congr rfl fun i _ => by simp [(hG.herm i).eq]

/-- The anticommutator of `γ(u)` and `γ(v)` is `2 (u·v) I`. -/
theorem gamma_anticomm {G : ι → Matrix n n ℂ} (hG : IsClifford G) (u v : ι → ℝ) :
    gamma G u * gamma G v + gamma G v * gamma G u
      = (2 * ((u ⬝ᵥ v : ℝ) : ℂ)) • (1 : Matrix n n ℂ) := by
  -- expand both products bilinearly
  have h : ∀ a b : ι → ℝ, gamma G a * gamma G b
      = ∑ i, ∑ j, ((a i : ℂ) * (b j : ℂ)) • (G i * G j) := by
    intro a b
    simp only [gamma, Finset.sum_mul_sum]
    refine Finset.sum_congr rfl fun i _ => Finset.sum_congr rfl fun j _ => ?_
    rw [smul_mul_assoc, mul_smul_comm, smul_smul]
  have h2 : gamma G v * gamma G u
      = ∑ i, ∑ j, ((u i : ℂ) * (v j : ℂ)) • (G j * G i) := by
    rw [h v u, Finset.sum_comm]
    refine Finset.sum_congr rfl fun i _ => Finset.sum_congr rfl fun j _ => ?_
    rw [mul_comm (v j : ℂ)]
  calc gamma G u * gamma G v + gamma G v * gamma G u
      = ∑ i, ∑ j, ((u i : ℂ) * (v j : ℂ)) • (G i * G j + G j * G i) := by
        rw [h u v, h2]
        simp only [smul_add, Finset.sum_add_distrib]
    -- only the diagonal terms survive
    _ = ∑ i, ((u i : ℂ) * (v i : ℂ)) • ((2 : ℂ) • (1 : Matrix n n ℂ)) := by
        refine Finset.sum_congr rfl fun i _ => ?_
        simp only [hG.anti, smul_ite, smul_zero, Finset.sum_ite_eq, Finset.mem_univ, if_true]
    _ = (2 * ((u ⬝ᵥ v : ℝ) : ℂ)) • (1 : Matrix n n ℂ) := by
        rw [← Finset.sum_smul, smul_smul]
        congr 1
        simp only [dotProduct]
        push_cast
        ring

/-- The trace of `γ(u) γ(v)` is `d (u·v)`. -/
theorem trace_gamma_mul {G : ι → Matrix n n ℂ} (hG : IsClifford G) (u v : ι → ℝ) :
    trace (gamma G u * gamma G v) = (Fintype.card n : ℂ) * ((u ⬝ᵥ v : ℝ) : ℂ) := by
  have h := congrArg trace (gamma_anticomm hG u v)
  rw [trace_add, trace_smul, trace_one, smul_eq_mul, trace_mul_comm (gamma G v)] at h
  linear_combination (1 / 2 : ℂ) * h

/-- For `d ≥ 1`, `γ(u)` squares to the identity exactly when `u` is a unit vector. -/
theorem gamma_sq_eq_one_iff [Nonempty n] {G : ι → Matrix n n ℂ} (hG : IsClifford G)
    (u : ι → ℝ) : gamma G u * gamma G u = 1 ↔ u ⬝ᵥ u = 1 := by
  constructor
  · intro h
    have ht := trace_gamma_mul hG u u
    rw [h, trace_one] at ht
    have hd : (Fintype.card n : ℂ) ≠ 0 := Nat.cast_ne_zero.mpr Fintype.card_ne_zero
    have h1 : ((u ⬝ᵥ u : ℝ) : ℂ) = 1 := mul_left_cancel₀ hd (by linear_combination -ht)
    exact_mod_cast h1
  · intro hu
    have h := gamma_anticomm hG u u
    rw [hu, Complex.ofReal_one] at h
    linear_combination (norm := module) (1 / 2 : ℂ) • h

/-- For `d ≥ 1` the squared amplitude times `d` equals one. -/
theorem amp_sq (n : Type*) [Fintype n] [Nonempty n] :
    (amp n : ℂ) * (amp n : ℂ) * (Fintype.card n : ℂ) = 1 := by
  have hd : 0 < (Fintype.card n : ℝ) := by exact_mod_cast Fintype.card_pos
  have h : amp n * amp n * (Fintype.card n : ℝ) = 1 := by
    unfold amp
    rw [← mul_inv, Real.mul_self_sqrt hd.le, inv_mul_cancel₀ hd.ne']
  exact_mod_cast h

/-- For `d ≥ 1`, `Ω` is a unit vector. -/
theorem omega_unit [Nonempty n] : star (omega n) ⬝ᵥ omega n = 1 := by
  have h : ∀ i j : n, star (omega n (i, j)) * omega n (i, j)
      = if i = j then (amp n : ℂ) * (amp n : ℂ) else 0 := by
    intro i j
    by_cases hij : i = j <;> simp [omega, hij]
  simp only [dotProduct, Fintype.sum_prod_type, Pi.star_apply, h, Finset.sum_ite_eq,
    Finset.mem_univ, if_true, Finset.sum_const, Finset.card_univ, nsmul_eq_mul]
  linear_combination amp_sq n

/-- For `d ≥ 1` and all real vectors `u, v`, `⟨Ω, (γ(u) ⊗ γ(v)ᵀ) Ω⟩ = u·v`. -/
theorem corr_gamma [Nonempty n] {G : ι → Matrix n n ℂ} (hG : IsClifford G) (u v : ι → ℝ) :
    corr (gamma G u) (gamma G v)ᵀ = ((u ⬝ᵥ v : ℝ) : ℂ) := by
  -- components of the vector `(γ(u) ⊗ γ(v)ᵀ) Ω`
  have hv : ∀ i j : n, ((gamma G u ⊗ₖ (gamma G v)ᵀ) *ᵥ omega n) (i, j)
      = (amp n : ℂ) * (gamma G u * gamma G v) i j := by
    intro i j
    simp only [Matrix.mulVec, dotProduct, Fintype.sum_prod_type, omega, kroneckerMap_apply,
      transpose_apply, mul_ite, mul_zero, Finset.sum_ite_eq, Finset.mem_univ, if_true,
      Matrix.mul_apply, Finset.mul_sum]
    exact Finset.sum_congr rfl fun k _ => by ring
  have hs : ∀ i j : n, star (omega n (i, j)) = if i = j then (amp n : ℂ) else 0 := by
    intro i j
    by_cases hij : i = j <;> simp [omega, hij]
  have ht : ∑ i, (gamma G u * gamma G v) i i
      = (Fintype.card n : ℂ) * ((u ⬝ᵥ v : ℝ) : ℂ) := trace_gamma_mul hG u v
  -- the overlap with `Ω` picks out the diagonal sum
  have hc : corr (gamma G u) (gamma G v)ᵀ
      = ∑ i, (amp n : ℂ) * ((amp n : ℂ) * (gamma G u * gamma G v) i i) := by
    simp only [corr, dotProduct, Fintype.sum_prod_type, Pi.star_apply, hv, hs, ite_mul,
      zero_mul, Finset.sum_ite_eq, Finset.mem_univ, if_true]
  rw [hc, ← Finset.mul_sum, ← Finset.mul_sum, ht]
  linear_combination ((u ⬝ᵥ v : ℝ) : ℂ) * amp_sq n

/-- For `d ≥ 1` and unit vectors `u, v`, the matrices `A = γ(u)` and `B = γ(v)ᵀ` are
Hermitian involutions, `Ω` is a unit vector and `⟨Ω, (A ⊗ B) Ω⟩ = u·v`. -/
theorem clifford_correlation [Nonempty n] {G : ι → Matrix n n ℂ} (hG : IsClifford G)
    {u v : ι → ℝ} (hu : u ⬝ᵥ u = 1) (hv : v ⬝ᵥ v = 1) :
    ((gamma G u).IsHermitian ∧ gamma G u * gamma G u = 1) ∧
    (((gamma G v)ᵀ).IsHermitian ∧ (gamma G v)ᵀ * (gamma G v)ᵀ = 1) ∧
    star (omega n) ⬝ᵥ omega n = 1 ∧
    corr (gamma G u) (gamma G v)ᵀ = ((u ⬝ᵥ v : ℝ) : ℂ) := by
  refine ⟨⟨gamma_isHermitian hG u, (gamma_sq_eq_one_iff hG u).mpr hu⟩,
    ⟨(gamma_isHermitian hG v).transpose, ?_⟩, omega_unit, corr_gamma hG u v⟩
  rw [← transpose_mul, (gamma_sq_eq_one_iff hG v).mpr hv, transpose_one]

/-- For orthonormal `p, q` the vectors `b₀, b₁ = (p ± q) √2 / 2` are unit vectors, and the CHSH
combination of the correlations of `γ(p), γ(q)` with `γ(b₀)ᵀ, γ(b₁)ᵀ` equals `2 √2`. -/
theorem chsh_value [Nonempty n] {G : ι → Matrix n n ℂ} (hG : IsClifford G)
    {p q : ι → ℝ} (hp : p ⬝ᵥ p = 1) (hq : q ⬝ᵥ q = 1) (hpq : p ⬝ᵥ q = 0) :
    let b₀ := (Real.sqrt 2 / 2) • (p + q)
    let b₁ := (Real.sqrt 2 / 2) • (p - q)
    b₀ ⬝ᵥ b₀ = 1 ∧ b₁ ⬝ᵥ b₁ = 1 ∧
    corr (gamma G p) (gamma G b₀)ᵀ + corr (gamma G p) (gamma G b₁)ᵀ
      + corr (gamma G q) (gamma G b₀)ᵀ - corr (gamma G q) (gamma G b₁)ᵀ
      = ((2 * Real.sqrt 2 : ℝ) : ℂ) := by
  intro b₀ b₁
  have hqp : q ⬝ᵥ p = 0 := by rw [dotProduct_comm, hpq]
  have hr : Real.sqrt 2 * Real.sqrt 2 = 2 := Real.mul_self_sqrt (by norm_num)
  simp only [corr_gamma hG, b₀, b₁, smul_dotProduct, dotProduct_smul, add_dotProduct,
    dotProduct_add, sub_dotProduct, dotProduct_sub, hp, hq, hpq, hqp, smul_eq_mul]
  refine ⟨by linear_combination (1 / 2 : ℝ) * hr, by linear_combination (1 / 2 : ℝ) * hr, ?_⟩
  push_cast
  ring

/-- The three Pauli matrices are Hermitian and obey the Clifford relations. -/
theorem pauli_witness : IsClifford pauli := by
  constructor
  · intro i
    show (pauli i)ᴴ = pauli i
    fin_cases i <;> ext a b <;> fin_cases a <;> fin_cases b <;>
      simp [pauli, conjTranspose_apply]
  · intro i j
    fin_cases i <;> fin_cases j <;> ext a b <;> fin_cases a <;> fin_cases b <;>
      simp [pauli] <;>
      norm_num [Complex.ext_iff]

end

end CliffordCorrelations
```

```lean
#print axioms CliffordCorrelations.clifford_correlation
-- 'CliffordCorrelations.clifford_correlation' depends on axioms: [propext, Classical.choice, Quot.sound]
#print axioms CliffordCorrelations.chsh_value
-- 'CliffordCorrelations.chsh_value' depends on axioms: [propext, Classical.choice, Quot.sound]
```

## Generators, state and correlation

The finite type `n` labels the basis vectors $e_i$ of one subsystem, and $d$ is `Fintype.card n`; both subsystems have this dimension. The finite type `ι` labels matrices $G_a$, of which there are $k$. `IsClifford G` says that each $G_a$ is Hermitian and that
$$G_aG_b+G_bG_a=2\delta_{ab}I,$$
with $I$ the identity. Physically the $G_a$ are observables that square to $I$, so have outcomes $\pm1$, and anticommute in pairs, as orthogonal spin components of a spin-½ particle do. For $u\in\mathbb R^k$, `gamma G u` is $\gamma(u)=\sum_a u_aG_a$, and `u ⬝ᵥ u = 1` says that $u$ is a unit vector.

The state `omega n` has components $\Omega_{(i,j)}=d^{-1/2}\delta_{ij}$, so $\Omega=d^{-1/2}\sum_i e_i\otimes e_i$, with `amp n` the number $d^{-1/2}$. The Kronecker product `A ⊗ₖ B` has entry $A_{il}B_{jm}$ at row $(i,j)$ and column $(l,m)$. Since `⬝ᵥ` is bilinear, `corr A B` conjugates the left vector with `star` and equals $\langle\Omega,(A\otimes B)\Omega\rangle$, a complex number by its type.

The theorem `clifford_correlation` takes unit vectors $u,v$ and sets $A=\gamma(u)$, $B=\gamma(v)^T$, the transpose being taken in the basis that defines $\Omega$. It states that $A$ and $B$ are Hermitian with $A^2=B^2=I$, that $\langle\Omega,\Omega\rangle=1$, and that $\langle\Omega,(A\otimes B)\Omega\rangle=u\cdot v$. The hypothesis `Nonempty n` is $d\ge1$; at $d=0$ the vector $\Omega$ has no components and norm zero. The correlation formula alone, `corr_gamma`, holds for all real $u,v$, and `gamma_sq_eq_one_iff` shows that $\gamma(u)^2=I$ holds exactly for unit $u$.

The theorem `chsh_value` takes orthonormal $p,q\in\mathbb R^k$, which requires $k\ge2$, and $b_0,b_1=(p\pm q)\sqrt2/2$. Writing $E(x,y)=\langle\Omega,(\gamma(x)\otimes\gamma(y)^T)\Omega\rangle$, it states that $b_0,b_1$ are unit vectors and
$$E(p,b_0)+E(p,b_1)+E(q,b_0)-E(q,b_1)=2\sqrt2 .$$
Finally `pauli_witness` shows that $\sigma_x,\sigma_y,\sigma_z$, labelled $0,1,2$, satisfy `IsClifford` with $k=3$, $d=2$.

## Two-outcome measurements in a Bell test

A Hermitian involution describes a measurement with outcomes $\pm1$, and $\langle\Omega,(A\otimes B)\Omega\rangle$ is the mean product of the outcomes when $A$ is measured on the first subsystem and $B$ on the second. For ideal projective measurements on a pure state in finite dimension, the theorem turns a choice of unit vectors into measurement settings whose correlations are the cosines of the angles between the vectors. For $d\ge2$ the state is maximally entangled; $d=1$ is admitted and carries no entanglement.

This is the constructive direction of Tsirelson's description of quantum correlations by unit vectors, conditional on the generators. The file exhibits generators only in the Pauli case and does not build them for general $k$. It does not show that every quantum correlation arises from unit vectors, and $2\sqrt2$ appears as a value that is reached, not as an upper bound.

## Anticommutator, square and trace

Because the $u_a$ are real, $\gamma(u)^\dagger=\sum_a u_aG_a^\dagger=\gamma(u)$. In `gamma_isHermitian` the adjoint is moved through the sum and `hG.herm` is applied term by term.

Expanding both products and exchanging the names of the summation indices in the second gives
$$\gamma(u)\gamma(v)+\gamma(v)\gamma(u)=\sum_{a,b}u_av_b\,(G_aG_b+G_bG_a)=\sum_a u_av_a\,2I=2(u\cdot v)\,I .$$
In `gamma_anticomm`, `h` performs the bilinear expansion, `h2` exchanges the indices with `Finset.sum_comm`, and the three `calc` steps are the three equalities, `hG.anti` removing the terms with $a\ne b$.

The trace of this identity, with $\operatorname{Tr}\gamma(v)\gamma(u)=\operatorname{Tr}\gamma(u)\gamma(v)$ and $\operatorname{Tr}I=d$, reads $2\operatorname{Tr}\gamma(u)\gamma(v)=2d\,(u\cdot v)$. `trace_gamma_mul` applies `congrArg trace`, uses `trace_mul_comm`, and halves.

Setting $v=u$ in the anticommutator gives $2\gamma(u)^2=2(u\cdot u)I$, hence $\gamma(u)^2=I$ for unit $u$. Conversely, if $\gamma(u)^2=I$, the trace formula gives $d=d\,(u\cdot u)$, and $d\ne0$ cancels. These are the two branches of `gamma_sq_eq_one_iff`, the converse coming first.

## How the transpose turns the correlation into a trace

The norm is $\langle\Omega,\Omega\rangle=\sum_{i,j}\delta_{ij}\,d^{-1/2}d^{-1/2}=d^{-1/2}d^{-1/2}d=1$. The last equality is `amp_sq`, and `omega_unit` collapses the double sum to the diagonal before using it.

Put $M=\gamma(v)$, so that $B_{jl}=M_{lj}$. The delta in $\Omega$ removes one sum:
$$\big((A\otimes B)\Omega\big)_{(i,j)}=\sum_{l,m}A_{il}B_{jm}\,d^{-1/2}\delta_{lm}=d^{-1/2}\sum_l A_{il}M_{lj}=d^{-1/2}(AM)_{ij}.$$
The components of $\Omega$ are real, so the overlap with $\Omega$ keeps the diagonal and adds a second amplitude:
$$\langle\Omega,(A\otimes B)\Omega\rangle=d^{-1/2}d^{-1/2}\sum_i(AM)_{ii}=d^{-1/2}d^{-1/2}\,d\,(u\cdot v)=u\cdot v .$$
Inside `corr_gamma`, `hv` establishes the component formula, `hs` the reality of $\Omega$, `hc` the diagonal sum and `ht` the trace formula; the closing `linear_combination` multiplies `amp_sq n` by $u\cdot v$.

For `clifford_correlation` only the properties of $B$ remain. It is Hermitian because $(M^T)^\dagger=(M^\dagger)^T=M^T$, and $M^TM^T=(MM)^T=I^T=I$ by `transpose_mul` and `transpose_one`.

## The value $2\sqrt2$ and the Pauli matrices

With $p\cdot p=q\cdot q=1$ and $p\cdot q=0$, one has $b_0\cdot b_0=b_1\cdot b_1=(\sqrt2/2)^2(1+1)=1$. The inner products are $p\cdot b_0=p\cdot b_1=q\cdot b_0=\sqrt2/2$ and $q\cdot b_1=-\sqrt2/2$, so the combination is $4\cdot\sqrt2/2=2\sqrt2$. In `chsh_value` the `simp only` call replaces each correlation by an inner product through `corr_gamma hG` and expands it; `hr`, the identity $\sqrt2\sqrt2=2$, settles the two norms. All four vectors are unit vectors, so `clifford_correlation` applies to each pair and makes the four settings Hermitian involutions. `pauli_witness` runs through the three matrices and the nine ordered pairs with `fin_cases` and compares entries.

## Two qubits with settings in the $yz$ plane

Take the Pauli matrices, $\Omega=(e_0\otimes e_0+e_1\otimes e_1)/\sqrt2$, and $u=(u_0,u_1,u_2)=(0,\tfrac35,\tfrac45)$, $v=(0,\tfrac45,\tfrac35)$, so that $u\cdot v=\tfrac{24}{25}$. With $\mathrm i$ the imaginary unit,
$$A=\frac15\begin{pmatrix}4&-3\mathrm i\\3\mathrm i&-4\end{pmatrix},\qquad M=\frac15\begin{pmatrix}3&-4\mathrm i\\4\mathrm i&-3\end{pmatrix},\qquad B=M^T=\frac15\begin{pmatrix}3&4\mathrm i\\-4\mathrm i&-3\end{pmatrix}.$$
The diagonal entries of $A^2$ are $(16+9)/25=1$ and the off-diagonal ones cancel. The correlation is $\tfrac12\sum_{i,l}A_{il}B_{il}$, in which each of the four terms equals $\tfrac{12}{25}$, for example $(-3\mathrm i)(4\mathrm i)/25$; the total is $\tfrac12\cdot\tfrac{48}{25}=\tfrac{24}{25}$. With $M$ in place of $B$ the two off-diagonal terms become $-\tfrac{12}{25}$ and the sum is $0$, because $\sigma_y^T=-\sigma_y$ reverses the sign of the contribution $u_1v_1$. These numbers are direct arithmetic and appear in no theorem of the file.
